# Averaged about a locking axis, Bloch relaxation has a longitudinal rate within twice its transverse rate for every axis exactly when $T_2 \le 2T_1$

In a strong radiofrequency field, the part of a spin magnetisation along the effective field is locked while the part across it precesses, and both relax. The task is to find the two decay rates. The precession is modelled here as a uniform average of the relaxation matrix over one full turn about a fixed unit vector $n$, the direction of the effective field in the rotating frame.

## Two rates and one inequality

Let $T_1, T_2 > 0$ be the longitudinal and transverse relaxation times, $R_1 = 1/T_1$ and $R_2 = 1/T_2$. With $P = nn^{\mathsf T}$, the average of $\mathrm{diag}(R_2, R_2, R_1)$ is $aP + b(1-P)$, where

$$a = (1-n_z^2)R_2 + n_z^2R_1, \qquad b = \tfrac12(2R_2 + R_1 - a).$$

The inequality $a \le 2b$ holds for every unit $n$ exactly when $T_2 \le 2T_1$. Under that condition, $a = 2b$ exactly when $n_z^2 = 1$ and $T_2 = 2T_1$.

In NMR notation $a$ is $R_{1\rho}$ and $b$ is $R_{2\rho}$. For a single spin 1/2 relaxing under a Lindblad equation of Bloch form, $T_2 \le 2T_1$ expresses complete positivity.

## Replacing fast precession by two decay constants

In a frame that follows the precession about $n$, a Bloch simulation can damp the deviation from the steady state with $e^{-at}$ along $n$ and $e^{-bt}$ across it, without resolving each turn. This relies on the averaged matrix leaving the two parts uncoupled, with a single rate for all directions across $n$.

The inequality tells such a code where to validate its input. For an on-resonance lock, $n_z = 0$ and $2b - a = R_1 > 0$ whatever $T_2$ is, so testing $a \le 2b$ there never exposes an inadmissible pair of times. Checking $T_2 \le 2T_1$ once settles every tilt.

## From the rotation matrix to the bound

Write $Q = 1 - P$ and $Kv = n \times v$. Since $n\cdot n = 1$ and $n \times n = 0$, we have $P^2 = P$ and $PK = KP = 0$. The double cross product $n\times(n\times v) = n(n\cdot v) - v$ gives $K^2 = P - 1 = -Q$.

The rotation by $\theta$ about $n$ is $D(\theta) = P + \cos\theta\,Q + \sin\theta\,K$. Multiplying out,

$$D(\alpha)D(\beta) = P + (\cos\alpha\cos\beta - \sin\alpha\sin\beta)Q + (\sin\alpha\cos\beta + \cos\alpha\sin\beta)K = D(\alpha+\beta).$$

As $P$ is symmetric and $K$ antisymmetric, $D(\theta)^{\mathsf T} = D(-\theta)$, so $D$ is orthogonal. Its determinant is $\det D(\theta/2)^2 = 1$.

For a symmetric matrix $A$, with $c = \cos\theta$ and $s = \sin\theta$,

$$\begin{aligned}DAD^{\mathsf T} ={}& PAP + c(PAQ+QAP) + s(KAP-PAK)\\ &+ c^2QAQ - s^2KAK + cs(KAQ-QAK).\end{aligned}$$

Over a full turn $c$, $s$ and $cs$ average to zero, while $c^2$ and $s^2$ average to $\tfrac12$. The average is therefore $PAP + \tfrac12(QAQ - KAK)$.

The first term is $PAP = (n\cdot An)P$. For the rest, take orthonormal $e_1, e_2$ with $e_1\times e_2 = n$, so that $Ke_1 = e_2$ and $Ke_2 = -e_1$. With $A_{ij} = e_i\cdot Ae_j$, the two terms in this plane are

$$QAQ = \begin{pmatrix}A_{11}&A_{12}\\A_{21}&A_{22}\end{pmatrix},\qquad -KAK = \begin{pmatrix}A_{22}&-A_{21}\\-A_{12}&A_{11}\end{pmatrix}.$$

By symmetry their sum is $(A_{11}+A_{22})Q = (\mathrm{tr}A - n\cdot An)Q$. For $A = \mathrm{diag}(R_2,R_2,R_1)$, $n\cdot An = (n_x^2+n_y^2)R_2 + n_z^2R_1 = a$ and $\mathrm{tr}A = 2R_2+R_1$, which gives the stated rates.

Finally,

$$2b-a = 2R_2+R_1-2a = (1-n_z^2)R_1 + n_z^2(2R_2-R_1).$$

If $T_2\le 2T_1$, then $2R_2 \ge R_1$ and both terms are nonnegative. Conversely, $n$ along $z$ gives $2b-a = 2R_2-R_1$, so the inequality there forces $T_2\le2T_1$. Equality under the bound requires both terms to vanish: the first gives $n_z^2=1$, and the second then gives $T_2=2T_1$. Substitution confirms the reverse direction.

## The Lean source

```lean
import Mathlib

open Matrix

namespace SpinLockRelaxation

noncomputable section

/-- The matrix `n nᵀ`, which for a unit vector `n` projects onto the axis `n`. -/
def axisProjector (n : Fin 3 → ℝ) : Matrix (Fin 3) (Fin 3) ℝ := vecMulVec n n

/-- The matrix of the map `v ↦ n × v`. -/
def crossMatrix (n : Fin 3 → ℝ) : Matrix (Fin 3) (Fin 3) ℝ :=
  !![0, -n 2, n 1; n 2, 0, -n 0; -n 1, n 0, 0]

/-- Rodrigues' formula for the rotation by the angle `θ` about the unit vector `n`. -/
def axisRotation (n : Fin 3 → ℝ) (θ : ℝ) : Matrix (Fin 3) (Fin 3) ℝ :=
  axisProjector n + Real.cos θ • (1 - axisProjector n) + Real.sin θ • crossMatrix n

/-- The average of `A` over all rotations about the unit vector `n`. -/
def axisAverage (n : Fin 3 → ℝ) (A : Matrix (Fin 3) (Fin 3) ℝ) : Matrix (Fin 3) (Fin 3) ℝ :=
  Matrix.of fun i j => (2 * Real.pi)⁻¹ *
    ∫ θ in (0 : ℝ)..(2 * Real.pi), (axisRotation n θ * A * (axisRotation n θ)ᵀ) i j

/-- The Bloch relaxation matrix with longitudinal rate `R1` and transverse rate `R2`. -/
def relaxationMatrix (R1 R2 : ℝ) : Matrix (Fin 3) (Fin 3) ℝ := diagonal ![R2, R2, R1]

/-- The relaxation rate `a` along the locking axis, given by a unit vector `n`. -/
def lockedRate (R1 R2 : ℝ) (n : Fin 3 → ℝ) : ℝ := (1 - n 2 ^ 2) * R2 + n 2 ^ 2 * R1

/-- The relaxation rate `b` across the locking axis, given by a unit vector `n`. -/
def crossRate (R1 R2 : ℝ) (n : Fin 3 → ℝ) : ℝ := (2 * R2 + R1 - lockedRate R1 R2 n) / 2

/-- For a unit vector `n`, the projector `P` on the axis and the cross-product matrix `K`
satisfy `P² = P`, `PK = KP = 0` and `K² = P - 1`. -/
theorem axis_relations {n : Fin 3 → ℝ} (hn : n ⬝ᵥ n = 1) :
    axisProjector n * axisProjector n = axisProjector n ∧
    axisProjector n * crossMatrix n = 0 ∧ crossMatrix n * axisProjector n = 0 ∧
    crossMatrix n * crossMatrix n = axisProjector n - 1 := by
  have h : n 0 * n 0 + n 1 * n 1 + n 2 * n 2 = 1 := by
    simpa only [dotProduct, Fin.sum_univ_three] using hn
  refine ⟨?_, ?_, ?_, ?_⟩
  · ext i j
    simp only [axisProjector, Matrix.mul_apply, vecMulVec_apply, Fin.sum_univ_three]
    linear_combination (n i * n j) * h
  · ext i j
    fin_cases i <;> fin_cases j <;> simp [axisProjector, crossMatrix, Matrix.mul_apply,
      vecMulVec_apply, Fin.sum_univ_three, -mul_eq_mul_left_iff, -mul_eq_mul_right_iff,
      -mul_eq_zero] <;> ring
  · ext i j
    fin_cases i <;> fin_cases j <;> simp [axisProjector, crossMatrix, Matrix.mul_apply,
      vecMulVec_apply, Fin.sum_univ_three, -mul_eq_mul_left_iff, -mul_eq_mul_right_iff,
      -mul_eq_zero] <;> ring
  · ext i j
    fin_cases i <;> fin_cases j <;> simp [axisProjector, crossMatrix, Matrix.mul_apply,
      vecMulVec_apply, Fin.sum_univ_three, -mul_eq_mul_left_iff, -mul_eq_mul_right_iff,
      -mul_eq_zero] <;> linarith [h]

/-- Transposing the rotation matrix reverses the angle. -/
theorem axisRotation_transpose (n : Fin 3 → ℝ) (θ : ℝ) :
    (axisRotation n θ)ᵀ = axisRotation n (-θ) := by
  have hP : (axisProjector n)ᵀ = axisProjector n := by
    ext i j
    simp only [axisProjector, transpose_apply, vecMulVec_apply]
    ring
  have hK : (crossMatrix n)ᵀ = -crossMatrix n := by
    ext i j
    fin_cases i <;> fin_cases j <;> simp [crossMatrix]
  simp only [axisRotation, transpose_add, transpose_smul, transpose_sub, transpose_one, hP, hK,
    Real.cos_neg, Real.sin_neg]
  module

/-- Successive rotations about the same unit vector add their angles. -/
theorem axisRotation_add {n : Fin 3 → ℝ} (hn : n ⬝ᵥ n = 1) (α β : ℝ) :
    axisRotation n α * axisRotation n β = axisRotation n (α + β) := by
  obtain ⟨hPP, hPK, hKP, hKK⟩ := axis_relations hn
  simp only [axisRotation, add_mul, mul_add, sub_mul, mul_sub, smul_mul_assoc, mul_smul_comm,
    one_mul, mul_one, hPP, hPK, hKP, hKK, Real.cos_add, Real.sin_add]
  module

/-- For a unit vector `n`, the matrix `axisRotation n θ` fixes `n`, is orthogonal and has
determinant one. -/
theorem axisRotation_isRotation {n : Fin 3 → ℝ} (hn : n ⬝ᵥ n = 1) (θ : ℝ) :
    axisRotation n θ *ᵥ n = n ∧ axisRotation n θ * (axisRotation n θ)ᵀ = 1 ∧
    (axisRotation n θ).det = 1 := by
  have h : n 0 * n 0 + n 1 * n 1 + n 2 * n 2 = 1 := by
    simpa only [dotProduct, Fin.sum_univ_three] using hn
  have hP : axisProjector n *ᵥ n = n := by
    ext i
    simp only [axisProjector, mulVec, dotProduct, vecMulVec_apply, Fin.sum_univ_three]
    linear_combination n i * h
  have hK : crossMatrix n *ᵥ n = 0 := by
    ext i
    fin_cases i <;> simp [crossMatrix, mulVec, dotProduct, Fin.sum_univ_three,
      -mul_eq_mul_left_iff, -mul_eq_mul_right_iff, -mul_eq_zero] <;> ring
  have orth : ∀ φ, axisRotation n φ * (axisRotation n φ)ᵀ = 1 := by
    intro φ
    rw [axisRotation_transpose, axisRotation_add hn, add_neg_cancel]
    simp [axisRotation]
  refine ⟨by simp [axisRotation, add_mulVec, sub_mulVec, smul_mulVec, hP, hK], orth θ, ?_⟩
  -- the determinant is the square of that of the half-angle rotation
  have hd := congrArg Matrix.det (orth (θ / 2))
  rw [det_mul, det_transpose, det_one] at hd
  rw [← add_halves θ, ← axisRotation_add hn, det_mul, hd]

/-- Over a full turn, the terms in `cos`, `sin` and `cos * sin` integrate to zero, and
`cos²` and `sin²` each average to one half. -/
theorem integral_full_turn (p q r u v w : ℝ) :
    ∫ θ in (0 : ℝ)..(2 * Real.pi), (p + Real.cos θ * q + Real.sin θ * r + Real.cos θ ^ 2 * u
      + Real.sin θ ^ 2 * v + Real.cos θ * Real.sin θ * w)
      = 2 * Real.pi * (p + (u + v) / 2) := by
  have hF : ∀ θ : ℝ, HasDerivAt (fun x : ℝ => p * x + q * Real.sin x - r * Real.cos x
      + u / 2 * (x + Real.sin x * Real.cos x) + v / 2 * (x - Real.sin x * Real.cos x)
      + w / 2 * (Real.sin x * Real.sin x))
      (p + Real.cos θ * q + Real.sin θ * r + Real.cos θ ^ 2 * u
      + Real.sin θ ^ 2 * v + Real.cos θ * Real.sin θ * w) θ := by
    intro θ
    have hi := hasDerivAt_id' θ
    have hs := Real.hasDerivAt_sin θ
    have hc := Real.hasDerivAt_cos θ
    refine ((((((hi.const_mul p).fun_add (hs.const_mul q)).fun_sub (hc.const_mul r)).fun_add
      ((hi.fun_add (hs.fun_mul hc)).const_mul (u / 2))).fun_add
      ((hi.fun_sub (hs.fun_mul hc)).const_mul (v / 2))).fun_add
      ((hs.fun_mul hs).const_mul (w / 2))).congr_deriv ?_
    linear_combination (-(u + v) / 2) * Real.sin_sq_add_cos_sq θ
  rw [intervalIntegral.integral_eq_sub_of_hasDerivAt (fun θ _ => hF θ)
    (Continuous.intervalIntegrable (by fun_prop) _ _)]
  simp only [Real.sin_two_pi, Real.cos_two_pi, Real.sin_zero, Real.cos_zero]
  ring

/-- The average of a symmetric matrix `A` over rotations about a unit vector `n` has the value
`n · A n` along `n` and half of the remaining trace across it. -/
theorem axisAverage_symmetric {n : Fin 3 → ℝ} (hn : n ⬝ᵥ n = 1)
    {A : Matrix (Fin 3) (Fin 3) ℝ} (hA : A.IsSymm) :
    axisAverage n A = (n ⬝ᵥ A *ᵥ n) • axisProjector n
      + ((A.trace - n ⬝ᵥ A *ᵥ n) / 2) • (1 - axisProjector n) := by
  set P := axisProjector n with hPdef
  set K := crossMatrix n with hKdef
  -- only the constant and the squared harmonics survive the average
  have hav : axisAverage n A
      = P * A * P + (1 / 2 : ℝ) • ((1 - P) * A * (1 - P) - K * A * K) := by
    ext i j
    have key : ∀ θ, (axisRotation n θ * A * (axisRotation n θ)ᵀ) i j
        = (P * A * P) i j + Real.cos θ * (P * A * (1 - P) + (1 - P) * A * P) i j
          + Real.sin θ * (K * A * P - P * A * K) i j
          + Real.cos θ ^ 2 * ((1 - P) * A * (1 - P)) i j + Real.sin θ ^ 2 * (-(K * A * K)) i j
          + Real.cos θ * Real.sin θ * (K * A * (1 - P) - (1 - P) * A * K) i j := by
      intro θ
      have e : axisRotation n θ * A * (axisRotation n θ)ᵀ
          = P * A * P + Real.cos θ • (P * A * (1 - P) + (1 - P) * A * P)
          + Real.sin θ • (K * A * P - P * A * K)
          + Real.cos θ ^ 2 • ((1 - P) * A * (1 - P)) + Real.sin θ ^ 2 • (-(K * A * K))
          + (Real.cos θ * Real.sin θ) • (K * A * (1 - P) - (1 - P) * A * K) := by
        rw [axisRotation_transpose]
        simp only [axisRotation, ← hPdef, ← hKdef, Real.cos_neg, Real.sin_neg, add_mul, mul_add,
          smul_mul_assoc, mul_smul_comm]
        module
      rw [e]
      simp only [Matrix.add_apply, Matrix.smul_apply, smul_eq_mul]
    simp only [axisAverage, Matrix.of_apply, key, integral_full_turn]
    rw [inv_mul_cancel_left₀ (by positivity : 2 * Real.pi ≠ 0)]
    simp only [Matrix.add_apply, Matrix.smul_apply, Matrix.sub_apply, Matrix.neg_apply,
      smul_eq_mul]
    ring
  have hPAP : P * A * P = (n ⬝ᵥ A *ᵥ n) • P := by
    ext i j
    simp only [hPdef, axisProjector, Matrix.mul_apply, vecMulVec_apply, Fin.sum_univ_three,
      mulVec, dotProduct, Matrix.smul_apply, smul_eq_mul]
    ring
  have hKAK : K * A * K = (n ⬝ᵥ A *ᵥ n) • (1 : Matrix (Fin 3) (Fin 3) ℝ) + (n ⬝ᵥ n) • A
      - A.trace • ((n ⬝ᵥ n) • (1 : Matrix (Fin 3) (Fin 3) ℝ) - P) - A * P - P * A := by
    have h10 : A 1 0 = A 0 1 := hA.apply 0 1
    have h20 : A 2 0 = A 0 2 := hA.apply 0 2
    have h21 : A 2 1 = A 1 2 := hA.apply 1 2
    ext i j
    fin_cases i <;> fin_cases j <;> simp [hPdef, hKdef, axisProjector, crossMatrix,
      Matrix.mul_apply, vecMulVec_apply, Fin.sum_univ_three, mulVec, dotProduct,
      Matrix.vecMul, Matrix.trace, h10, h20, h21, -mul_eq_mul_left_iff, -mul_eq_mul_right_iff,
      -mul_eq_zero] <;> ring
  have hQAQ : (1 - P) * A * (1 - P) = A - P * A - A * P + P * A * P := by noncomm_ring
  rw [hav, hQAQ, hPAP, hKAK, hn]
  module

/-- Averaging the Bloch relaxation matrix over all rotations about a unit vector `n` leaves the
rate `lockedRate` along `n` and the rate `crossRate` across it. -/
theorem axisAverage_relaxation {n : Fin 3 → ℝ} (hn : n ⬝ᵥ n = 1) (R1 R2 : ℝ) :
    axisAverage n (relaxationMatrix R1 R2) = lockedRate R1 R2 n • axisProjector n
      + crossRate R1 R2 n • (1 - axisProjector n) := by
  have h : n 0 * n 0 + n 1 * n 1 + n 2 * n 2 = 1 := by
    simpa only [dotProduct, Fin.sum_univ_three] using hn
  have ha : n ⬝ᵥ relaxationMatrix R1 R2 *ᵥ n = lockedRate R1 R2 n := by
    simp only [relaxationMatrix, lockedRate, dotProduct, mulVec_diagonal, Fin.sum_univ_three,
      Matrix.cons_val]
    linear_combination R2 * h
  have ht : (relaxationMatrix R1 R2).trace = 2 * R2 + R1 := by
    simp only [relaxationMatrix, trace_diagonal, Fin.sum_univ_three, Matrix.cons_val]
    ring
  have hS : (relaxationMatrix R1 R2).IsSymm := isSymm_diagonal _
  rw [axisAverage_symmetric hn hS, ha, ht]
  rfl

/-- For positive `T1` and `T2`, the rate along the locking axis is at most twice the rate
across it for every unit vector `n` exactly when `T2 ≤ 2 T1`. -/
theorem locked_le_two_cross_iff {T1 T2 : ℝ} (h1 : 0 < T1) (h2 : 0 < T2) :
    (∀ n : Fin 3 → ℝ, n ⬝ᵥ n = 1 →
      lockedRate (1 / T1) (1 / T2) n ≤ 2 * crossRate (1 / T1) (1 / T2) n) ↔ T2 ≤ 2 * T1 := by
  have hT : 1 / T1 ≤ 2 * (1 / T2) ↔ T2 ≤ 2 * T1 := by
    rw [mul_one_div, div_le_div_iff₀ h1 h2, one_mul]
  rw [← hT]
  constructor
  · -- locking along z is the critical case
    intro h
    have hz := h ![0, 0, 1] (by simp [dotProduct, Fin.sum_univ_three])
    simp only [lockedRate, crossRate, Matrix.cons_val] at hz
    linarith
  · intro h n hn
    simp only [dotProduct, Fin.sum_univ_three] at hn
    have hz : 0 ≤ 1 - n 2 ^ 2 := by nlinarith [sq_nonneg (n 0), sq_nonneg (n 1)]
    have e1 := mul_nonneg hz (one_div_pos.mpr h1).le
    have e2 := mul_nonneg (sq_nonneg (n 2)) (sub_nonneg.mpr h)
    simp only [lockedRate, crossRate]
    linarith

/-- For positive `T1` and `T2` with `T2 ≤ 2 T1` and a unit vector `n`, the rate along `n` equals
twice the rate across it exactly when `n` lies along z and `T2 = 2 T1`. -/
theorem locked_eq_two_cross_iff {T1 T2 : ℝ} (h1 : 0 < T1) (h2 : 0 < T2) (h : T2 ≤ 2 * T1)
    {n : Fin 3 → ℝ} (hn : n ⬝ᵥ n = 1) :
    lockedRate (1 / T1) (1 / T2) n = 2 * crossRate (1 / T1) (1 / T2) n ↔
      n 2 ^ 2 = 1 ∧ T2 = 2 * T1 := by
  simp only [dotProduct, Fin.sum_univ_three] at hn
  have hz : 0 ≤ 1 - n 2 ^ 2 := by nlinarith [sq_nonneg (n 0), sq_nonneg (n 1)]
  have hT : 1 / T1 ≤ 2 * (1 / T2) := by
    rw [mul_one_div, div_le_div_iff₀ h1 h2, one_mul]
    exact h
  have e1 := mul_nonneg hz (one_div_pos.mpr h1).le
  have e2 := mul_nonneg (sq_nonneg (n 2)) (sub_nonneg.mpr hT)
  simp only [lockedRate, crossRate]
  constructor
  · -- two nonnegative terms add up to zero
    intro he
    have e3 : (1 - n 2 ^ 2) * (1 / T1) = 0 := by linarith
    have hn2 : n 2 ^ 2 = 1 := by
      rcases mul_eq_zero.mp e3 with h0 | h0
      · linarith
      · exact absurd h0 (one_div_pos.mpr h1).ne'
    rw [hn2] at he
    have e4 : 1 / T1 = 2 / T2 := by
      rw [← mul_one_div 2 T2]
      linarith
    rw [div_eq_div_iff h1.ne' h2.ne', one_mul] at e4
    exact ⟨hn2, e4⟩
  · rintro ⟨hn2, rfl⟩
    rw [hn2]
    field_simp
    ring

end

end SpinLockRelaxation
```

```lean
#print axioms SpinLockRelaxation.axisRotation_isRotation
#print axioms SpinLockRelaxation.axisAverage_relaxation
#print axioms SpinLockRelaxation.locked_le_two_cross_iff
#print axioms SpinLockRelaxation.locked_eq_two_cross_iff
```

```
'SpinLockRelaxation.axisRotation_isRotation' depends on axioms: [propext, Classical.choice, Quot.sound]
'SpinLockRelaxation.axisAverage_relaxation' depends on axioms: [propext, Classical.choice, Quot.sound]
'SpinLockRelaxation.locked_le_two_cross_iff' depends on axioms: [propext, Classical.choice, Quot.sound]
'SpinLockRelaxation.locked_eq_two_cross_iff' depends on axioms: [propext, Classical.choice, Quot.sound]
```

## What is established for the averaged matrix

**Reading the statements.** A vector is a function `Fin 3 → ℝ`, indexed from zero, so `n 2` is $n_z$. The hypothesis `n ⬝ᵥ n = 1` makes it a unit vector. `axisRotation` is $D(\theta)$, and `axisAverage` is the entrywise integral of $DAD^{\mathsf T}$ over $[0,2\pi]$, divided by $2\pi$. `lockedRate` is $a$ and `crossRate` is $b$; the latter is the decay rate across the axis, not a cross-relaxation rate between spins.

`axisAverage_relaxation` holds for all real `R1` and `R2`. The two comparison theorems insert `1 / T1` and `1 / T2` with positive times. `locked_le_two_cross_iff` quantifies over all unit vectors on its left-hand side, while `locked_eq_two_cross_iff` concerns one given axis.

**Reading the proofs.** `axis_relations` checks the algebra of $P$ and $K$ entry by entry. `axisRotation_add` uses it for the addition of angles, while `axisRotation_transpose` rests on the symmetry of $P$ and the antisymmetry of $K$; in both, `module` collects matrix coefficients. `axisRotation_isRotation` combines them into orthogonality and adds that $n$ is fixed and the determinant is one.

`integral_full_turn` differentiates an explicit antiderivative and evaluates it at the endpoints. In `axisAverage_symmetric`, `key` is the expansion in $c$ and $s$, and `hav` is its average. Where the derivation above chose a basis of the plane, `hKAK` proves the equivalent formula for $KAK$ in Cartesian components. `axisAverage_relaxation` then evaluates $n\cdot An$ and the trace.

In both comparison theorems `e1` and `e2` state that the two terms of $2b-a$ are nonnegative, and `linarith` combines them. The converse of the bound inserts the axis `![0, 0, 1]`.

**Two hypotheses at work.** Without $T_2\le2T_1$, equality can occur away from $z$: for $T_1=1$, $T_2=4$ and $n_z^2=2/3$, one finds $a=3/4$ and $b=3/8$. Without symmetry of $A$, the averaging formula can fail: for $A=K$ the average is $K$ itself, whereas the formula gives zero.

**From average to dynamics.** One step is left to physics. In the frame that follows the precession about $n$, the relaxation matrix varies in time, and replacing it by its average is a good approximation when the precession is much faster than both relaxation rates. The theorems give no error estimate for it. The model also takes $R_1$ and $R_2$ as constants independent of the locking field, and leaves out the drive towards equilibrium, which a code must treat separately to obtain the steady state.
